# If S² = 1 and S H† S = −H, an odd-dimensional H has an eigenvalue with zero real part

Take a single site that amplifies or absorbs at a real rate g, so that H is the 1×1 matrix ig, and let S = 1. Then

S H† S = −ig = −H.

The relation sends an eigenvalue E to −conj E, its mirror image in the imaginary axis. With only one eigenvalue available, that eigenvalue has to be its own mirror image, and E = ig indeed has real part zero. In any larger odd dimension the same thing happens: eigenvalues off the imaginary axis come in pairs, and pairs cannot exhaust an odd number.

A "zero mode" here is an eigenvector whose eigenvalue has zero real part. Under the time factor exp(−iEτ), where τ is time, it does not oscillate relative to the reference energy, but it may grow or decay. For finite, non-interacting tight-binding models with this symmetry, the result gives a check on numerical diagonalisation: in odd dimension, at least one computed eigenvalue should lie on the imaginary axis up to numerical error. That error can be much larger than machine precision when the matrix is close to one without a full set of eigenvectors.

## S² = 1: applying S twice does nothing

In a lattice with two sublattices, S multiplies amplitudes by +1 on one and by −1 on the other, so its square is the identity. Apart from its relation to H, the general theorems require only S² = 1 of S; it need not be diagonal, Hermitian or unitary.

```lean
import Mathlib

open Matrix ComplexConjugate

namespace NonHermitianChiralZeroMode

noncomputable section

variable {n : Type*} [Fintype n] [DecidableEq n]
```

The index type `n` labels the sites or orbitals. It is finite, and its size `Fintype.card n` is the dimension, written n in the formulas below. `IsChiral S H` joins S² = 1 to the second condition, with `Hᴴ` standing for the conjugate transpose H†.

```lean
/-- Non-Hermitian chiral symmetry: `S` squares to one, and multiplying the adjoint of `H` by `S` on
both sides gives `-H`. -/
def IsChiral (S H : Matrix n n ℂ) : Prop :=
  S * S = 1 ∧ S * Hᴴ * S = -H
```

By hand, S² = 1 is used twice. It gives S(z1)S = z1 for every complex number z, and it gives (det S)² = 1. In the proof of `secular_det_reflect` below, these uses appear in `key` and `d`.

Without this condition the conclusion can fail in dimension one. Take S = i and H = 1. Then S H† S = i·1·i = −1 = −H, yet the only eigenvalue is 1.

## S H† S = −H: the spectrum is its own mirror image

This condition is postulated for a general H. Physically, it balances the Hamiltonian about a reference energy while leaving room for gain and loss. If H is Hermitian, it becomes the familiar S H S = −H. If it is dropped, a single site with real energy ε ≠ 0 has no zero mode.

Write R(z) = −conj z for reflection in the imaginary axis; in Lean this is `reflect`.

```lean
/-- Reflection of a complex energy in the imaginary axis. -/
def reflect (z : ℂ) : ℂ := -conj z
```

The concrete lattice model uses a sublattice label `a i`, either `true` or `false`, for each site i. `sublatticeSign a` is the corresponding diagonal S.

```lean
/-- The sublattice sign operator: `+1` on one sublattice and `-1` on the other. -/
def sublatticeSign (a : n → Bool) : Matrix n n ℂ :=
  Matrix.diagonal fun i => if a i = true then 1 else -1
```

`gainLoss T g` is H = T + i diag(g), where T holds the hoppings and each g i is real. With the time factor above, positive g i means gain and negative g i means loss.

```lean
/-- Hopping matrix `T` with on-site gain or loss rates `g`: the Hamiltonian `T + i diag(g)`. -/
def gainLoss (T : Matrix n n ℂ) (g : n → ℝ) : Matrix n n ℂ :=
  T + Matrix.diagonal fun i => Complex.I * (g i : ℂ)
```

For any H satisfying both conditions, the derivation starts from

(R(z)1 − H)† = −z1 − H†.

Both conditions together then give

z1 − H = S(z1 + H†)S = S[−(R(z)1 − H)†]S.

Taking determinants, the two factors det S multiply to 1, the minus sign contributes (−1)ⁿ, and the adjoint conjugates the determinant:

det(z1 − H) = (−1)ⁿ conj det(R(z)1 − H).

In the Lean proof, `e` is the adjoint identity and `key` the conjugation by S. The closing `linear_combination` uses `d` to remove the determinants of S.

```lean
/-- Under chiral symmetry the secular determinant at `z` is, up to the sign `(-1)^n`, the
conjugate of the secular determinant at the reflected energy. -/
theorem secular_det_reflect {S H : Matrix n n ℂ} (h : IsChiral S H) (z : ℂ) :
    (z • (1 : Matrix n n ℂ) - H).det =
      (-1) ^ Fintype.card n * conj (reflect z • (1 : Matrix n n ℂ) - H).det := by
  have hz : star (reflect z) = -z := by simp [reflect]
  have e : -((reflect z • (1 : Matrix n n ℂ) - H)ᴴ) = z • (1 : Matrix n n ℂ) + Hᴴ := by
    rw [Matrix.conjTranspose_sub, Matrix.conjTranspose_smul, Matrix.conjTranspose_one, hz,
      neg_smul]
    abel
  -- conjugation by `S` turns the adjoint problem into the original one
  have key : z • (1 : Matrix n n ℂ) - H =
      S * (-((reflect z • (1 : Matrix n n ℂ) - H)ᴴ)) * S := by
    rw [e, mul_add, add_mul, h.2, Matrix.mul_smul, mul_one, Matrix.smul_mul, h.1,
      sub_eq_add_neg]
  have d : S.det * S.det = 1 := by rw [← Matrix.det_mul, h.1, Matrix.det_one]
  rw [key, Matrix.det_mul, Matrix.det_mul, Matrix.det_neg, Matrix.det_conjTranspose,
    ← starRingEnd_apply]
  linear_combination ((-1) ^ Fintype.card n *
    conj (reflect z • (1 : Matrix n n ℂ) - H).det) * d
```

The next lemma identifies this determinant with the value at z of the characteristic polynomial p.

```lean
/-- The characteristic polynomial evaluated at `z` is the secular determinant. -/
theorem charpoly_eval (H : Matrix n n ℂ) (z : ℂ) :
    H.charpoly.eval z = (z • (1 : Matrix n n ℂ) - H).det := by
  rw [Matrix.eval_charpoly, Matrix.scalar_apply, ← Matrix.smul_one_eq_diagonal]
```

Over the complex numbers, p(z) = ∏ₖ(z − μₖ), with n roots counted with algebraic multiplicity. Reflect every root and call the resulting polynomial q. Each factor satisfies

z − R(μₖ) = z + conj μₖ = −conj(R(z) − μₖ),

and therefore

q(z) = (−1)ⁿ conj p(R(z)).

The lemma `eval_prod_reflect` proves this product formula by induction, adding one root at a time.

```lean
/-- Reflecting all roots of a monic polynomial in the imaginary axis reflects its argument,
conjugates its value and multiplies it by a sign. -/
theorem eval_prod_reflect (s : Multiset ℂ) (z : ℂ) :
    (((s.map reflect).map fun a => Polynomial.X - Polynomial.C a).prod).eval z =
      (-1) ^ Multiset.card s *
        conj (((s.map fun a => Polynomial.X - Polynomial.C a).prod).eval (reflect z)) := by
  induction s using Multiset.induction_on with
  | empty => simp
  | cons a s ih =>
    simp only [Multiset.map_cons, Multiset.prod_cons, Polynomial.eval_mul, Multiset.card_cons]
    rw [ih]
    simp only [Polynomial.eval_sub, Polynomial.eval_neg, Polynomial.eval_X, Polynomial.eval_C,
      map_mul, map_sub, reflect, map_neg, Complex.conj_conj, pow_succ]
    ring
```

The determinant identity says that the right-hand side is p(z). So q and p agree at every z and are the same polynomial, which means that their roots agree, including multiplicities. This is `spectrum_reflect`. The list of roots is a `Multiset`, so repeated eigenvalues are kept. In its proof, `hc` and `hp` supply the complete factorisation, `hq` proves q = p, and `hr` reads off the roots of q.

```lean
/-- The spectrum of a chiral Hamiltonian, counted with algebraic multiplicity, is symmetric
under reflection in the imaginary axis. -/
theorem spectrum_reflect {S H : Matrix n n ℂ} (h : IsChiral S H) :
    H.charpoly.roots.map reflect = H.charpoly.roots := by
  have hc : Multiset.card H.charpoly.roots = H.charpoly.natDegree :=
    Polynomial.splits_iff_card_roots.mp (IsAlgClosed.splits _)
  have hp := Polynomial.prod_multiset_X_sub_C_of_monic_of_roots_card_eq
    (Matrix.charpoly_monic H) hc
  have hq : ((H.charpoly.roots.map reflect).map
      fun a => Polynomial.X - Polynomial.C a).prod = H.charpoly := by
    apply Polynomial.funext
    intro z
    rw [eval_prod_reflect, hp, hc, Matrix.charpoly_natDegree_eq_dim, charpoly_eval,
      charpoly_eval, ← secular_det_reflect h]
  have hr := Polynomial.roots_multiset_prod_X_sub_C (H.charpoly.roots.map reflect)
  rw [hq] at hr
  exact hr.symm
```

Let N₀, N₊ and N₋ count the roots with zero, positive and negative real part. Reflection reverses the sign of the real part, so N₋ = N₊, and

n = N₀ + N₋ + N₊ = N₀ + 2N₊.

In `mode_count`, `swap` proves the exchange of the half-planes and `split` proves that the three classes exhaust the roots; `omega` does the integer arithmetic. The count concerns algebraic multiplicities and not independent eigenvectors, which can be fewer for a non-Hermitian matrix.

```lean
/-- The dimension equals the number of eigenvalues with zero real part plus twice the number
with positive real part, all counted with algebraic multiplicity. -/
theorem mode_count {S H : Matrix n n ℂ} (h : IsChiral S H) :
    Fintype.card n = H.charpoly.roots.countP (fun μ => μ.re = 0) +
      2 * H.charpoly.roots.countP (fun μ => 0 < μ.re) := by
  have hc : Multiset.card H.charpoly.roots = Fintype.card n := by
    rw [← Matrix.charpoly_natDegree_eq_dim H]
    exact Polynomial.splits_iff_card_roots.mp (IsAlgClosed.splits _)
  -- reflection exchanges the two half planes
  have swap : ∀ s : Multiset ℂ, (s.map reflect).countP (fun μ => 0 < μ.re) =
      s.countP (fun μ => μ.re < 0) := by
    intro s
    induction s using Multiset.induction_on with
    | empty => simp
    | cons a s ih =>
      rw [Multiset.map_cons, Multiset.countP_cons, Multiset.countP_cons, ih]
      simp [reflect]
  have split : ∀ s : Multiset ℂ, Multiset.card s = s.countP (fun μ => μ.re = 0) +
      s.countP (fun μ => μ.re < 0) + s.countP (fun μ => 0 < μ.re) := by
    intro s
    induction s using Multiset.induction_on with
    | empty => simp
    | cons a s ih =>
      rw [Multiset.card_cons, Multiset.countP_cons, Multiset.countP_cons, Multiset.countP_cons]
      rcases lt_trichotomy a.re 0 with h | h | h
      · rw [if_neg h.ne, if_pos h, if_neg (not_lt_of_gt h)]
        omega
      · rw [if_pos h, if_neg (by linarith), if_neg (by linarith)]
        omega
      · rw [if_neg h.ne', if_neg (not_lt_of_gt h), if_pos h]
        omega
  have h1 := swap H.charpoly.roots
  rw [spectrum_reflect h] at h1
  have h2 := split H.charpoly.roots
  omega
```

## Odd n: one eigenvalue is left without a partner

For a lattice with one orbital per site and no spin index, odd n means an odd number of sites. By hand, the condition enters only at the end: if n is odd, then N₀ = n − 2N₊ is odd and hence at least 1. Choose a root μ with Re μ = 0. Since det(μ1 − H) = 0, there is a nonzero vector v with (μ1 − H)v = 0, that is, Hv = μv.

`exists_zero_mode` states exactly this. `H *ᵥ v` is the matrix acting on the vector, and `v ≠ 0` makes v a genuine eigenvector. The hypothesis `hn` enters through `hpos`, which says that the count N₀ is positive; `hdet` then supplies the singular matrix and hence the vector. The theorem does not say where on the imaginary axis μ lies, or where on the lattice the mode sits.

```lean
/-- A chiral non-Hermitian Hamiltonian of odd dimension has an eigenvector whose eigenvalue has
zero real part. -/
theorem exists_zero_mode {S H : Matrix n n ℂ} (h : IsChiral S H) (hn : Odd (Fintype.card n)) :
    ∃ (μ : ℂ) (v : n → ℂ), v ≠ 0 ∧ H *ᵥ v = μ • v ∧ μ.re = 0 := by
  have hm := mode_count h
  obtain ⟨k, hk⟩ := hn
  have hpos : 0 < H.charpoly.roots.countP (fun μ => μ.re = 0) := by omega
  obtain ⟨μ, hμ, hre⟩ := Multiset.countP_pos.mp hpos
  have hdet : (μ • (1 : Matrix n n ℂ) - H).det = 0 := by
    rw [← charpoly_eval]
    exact Polynomial.isRoot_of_mem_roots hμ
  obtain ⟨v, hv, hv0⟩ := Matrix.exists_mulVec_eq_zero_iff.mpr hdet
  rw [Matrix.sub_mulVec, Matrix.smul_mulVec, Matrix.one_mulVec] at hv0
  exact ⟨μ, v, hv, (sub_eq_zero.mp hv0).symm, hre⟩
```

## Hermitian hopping between sublattices, real gain rates

For the lattice model, the symmetry follows from three properties and need not be postulated. The hopping matrix is Hermitian, T† = T. It connects only different sublattices, so T i j = 0 whenever a i = a j; taking i = j, this also excludes real on-site energies. The gain and loss rates g i are real but otherwise arbitrary, and need not balance.

Let sᵢ = ±1 be the sublattice sign of site i. The (i, j) entry of S H† S is sᵢ conj(Hⱼᵢ) sⱼ, which leaves three cases:

- On the diagonal, sᵢ² = 1 and conj(i gᵢ) = −i gᵢ, where the i in front of gᵢ is the imaginary unit. The entry is −Hᵢᵢ.
- For distinct sites on the same sublattice, both sides vanish.
- For sites on different sublattices, sᵢsⱼ = −1 and conj(Tⱼᵢ) = Tᵢⱼ. The entry is −Hᵢⱼ.

The proof of `bipartite_isChiral` makes the same case distinction. `hT` supplies `hTij`, and `hb` removes the forbidden entries of T. The reality of the rates is built into the type `n → ℝ`.

```lean
/-- Hermitian hopping between two sublattices, with any real on-site gain and loss rates, is
chiral with respect to the sublattice sign. -/
theorem bipartite_isChiral (a : n → Bool) {T : Matrix n n ℂ} (hT : T.IsHermitian)
    (hb : ∀ i j, a i = a j → T i j = 0) (g : n → ℝ) :
    IsChiral (sublatticeSign a) (gainLoss T g) := by
  constructor
  · rw [sublatticeSign, Matrix.diagonal_mul_diagonal, ← Matrix.diagonal_one]
    congr 1
    funext i
    split_ifs <;> norm_num
  · ext i j
    have hTij : star (T j i) = T i j := hT.apply i j
    rw [sublatticeSign, Matrix.mul_diagonal, Matrix.diagonal_mul]
    simp only [gainLoss, Matrix.conjTranspose_apply, Matrix.add_apply, Matrix.neg_apply,
      star_add, hTij]
    by_cases h : i = j
    · -- on-site terms are purely imaginary
      subst h
      have hs : star (Complex.I * (g i : ℂ)) = -(Complex.I * (g i : ℂ)) := by simp
      rw [hb i i rfl, Matrix.diagonal_apply_eq, hs]
      split_ifs <;> ring
    · rw [Matrix.diagonal_apply_ne _ h, Matrix.diagonal_apply_ne _ (Ne.symm h), star_zero]
      by_cases hs : a i = a j
      · rw [hb i j hs]
        simp
      · -- hopping between sublattices picks up one minus sign
        cases hi : a i <;> cases hj : a j <;> simp_all
```

Each property matters for this choice of S. If T still connects only different sublattices but is not Hermitian, then S H† S = −T† − i diag(g), which differs from −H. A nonzero hopping within a sublattice keeps its sign where the symmetry requires a reversal. A complex rate would introduce a real on-site energy, which also keeps its sign.

The three-site chain, with sites 0, 1, 2 and real hoppings t and u, meets all the requirements for any rates.

```lean
/-- A three-site chain with real hoppings `t`, `u` and any gain and loss rates is chiral. -/
theorem trimer_witness (t u : ℝ) (g : Fin 3 → ℝ) :
    IsChiral (sublatticeSign ![true, false, true])
      (gainLoss !![0, (t : ℂ), 0; (t : ℂ), 0, (u : ℂ); 0, (u : ℂ), 0] g) := by
  apply bipartite_isChiral
  · ext i j
    fin_cases i <;> fin_cases j <;> simp
  · intro i j
    fin_cases i <;> fin_cases j <;> simp
```

For u = t and rates γ, 0, −γ, the determinant can be expanded directly:

det(E1 − H) = E(E² + γ² − 2t²).

The root E = 0 is its own mirror image for all values of γ and t. The other two are a mirror pair when γ² < 2t², and lie on the imaginary axis themselves when γ² ≥ 2t².

## |γ| < |t|: a dimer in which every eigenvalue has a partner

With even n, the count N₀ can be zero. Consider two sites with hopping t, gain rate γ on site 0 and −γ on site 1. The hypothesis |γ| < |t| says that gain and loss are weaker than the coupling. An eigenvector with components v₀, v₁ satisfies

iγ v₀ + t v₁ = μ v₀,
t v₀ − iγ v₁ = μ v₁.

Multiply the first equation by μ + iγ and use the second to replace (μ + iγ)v₁ by t v₀. This gives

(μ² − t² + γ²) v₀ = 0.

The same elimination with the roles exchanged gives this equation for v₁. Since v ≠ 0,

μ² = t² − γ² > 0.

If Re μ were zero, μ² would equal −(Im μ)² ≤ 0, a contradiction.

In the proof of `dimer_no_zero_mode`, `h0` and `h1` are the component equations, `e0` and `e1` the eliminated ones, and `hμ` the formula for μ². The hypothesis `hγ` is used only in the last comparison, through `hlt`. The first half of the theorem confirms that the dimer has the chiral symmetry, so the symmetry alone does not guarantee a zero mode when the dimension is even.

```lean
/-- A dimer with real hopping `t` and on-site rates `γ` and `-γ`, where `|γ| < |t|`, is chiral, and
none of its eigenvalues has zero real part. -/
theorem dimer_no_zero_mode (t γ : ℝ) (hγ : |γ| < |t|) :
    IsChiral (sublatticeSign ![true, false])
      (gainLoss !![0, (t : ℂ); (t : ℂ), 0] ![γ, -γ]) ∧
    ∀ (μ : ℂ) (v : Fin 2 → ℂ), v ≠ 0 →
      gainLoss !![0, (t : ℂ); (t : ℂ), 0] ![γ, -γ] *ᵥ v = μ • v → μ.re ≠ 0 := by
  constructor
  · apply bipartite_isChiral
    · ext i j
      fin_cases i <;> fin_cases j <;> simp
    · intro i j
      fin_cases i <;> fin_cases j <;> simp
  · intro μ v hv h hre
    have h0 : Complex.I * γ * v 0 + t * v 1 = μ * v 0 := by
      simpa [gainLoss, Matrix.mulVec, dotProduct, Fin.sum_univ_two] using congrFun h 0
    have h1 : t * v 0 + -(Complex.I * γ * v 1) = μ * v 1 := by
      simpa [gainLoss, Matrix.mulVec, dotProduct, Fin.sum_univ_two] using congrFun h 1
    -- the squared energy is `t² - γ²`
    have e0 : (μ ^ 2 - ((t : ℂ) ^ 2 - (γ : ℂ) ^ 2)) * v 0 = 0 := by
      linear_combination (-(μ + Complex.I * γ)) * h0 - t * h1 + γ ^ 2 * v 0 * Complex.I_sq
    have e1 : (μ ^ 2 - ((t : ℂ) ^ 2 - (γ : ℂ) ^ 2)) * v 1 = 0 := by
      linear_combination (-(μ - Complex.I * γ)) * h1 - t * h0 + γ ^ 2 * v 1 * Complex.I_sq
    have hμ : μ ^ 2 - ((t : ℂ) ^ 2 - (γ : ℂ) ^ 2) = 0 := by
      by_contra hne
      apply hv
      funext i
      fin_cases i
      · exact (mul_eq_zero.mp e0).resolve_left hne
      · exact (mul_eq_zero.mp e1).resolve_left hne
    have hr := congrArg Complex.re hμ
    simp [pow_two, hre] at hr
    have hlt := sq_lt_sq.mpr hγ
    nlinarith [mul_self_nonneg μ.im]

end

end NonHermitianChiralZeroMode
```

When |γ| ≥ |t|, the same formula gives μ² ≤ 0, and both eigenvalues lie on the imaginary axis. An even dimension therefore permits zero modes without forcing them.

```lean
#print axioms NonHermitianChiralZeroMode.exists_zero_mode
#print axioms NonHermitianChiralZeroMode.dimer_no_zero_mode
```

```
'NonHermitianChiralZeroMode.exists_zero_mode' depends on axioms: [propext, Classical.choice, Quot.sound]
'NonHermitianChiralZeroMode.dimer_no_zero_mode' depends on axioms: [propext, Classical.choice, Quot.sound]
```
